# Exchanging one subsystem between two copies of a normalised real state preserves the norm

A bipartite system has finite configuration sets `A` and `B` and a real wavefunction `ψ` whose squared amplitudes sum to 1. Take two copies of this state and exchange their `A` parts: the lemma says that the resulting two-copy wavefunction is again normalised, that is, the sum of (ψ(a′, b) ψ(a, b′))² over all a, b, a′, b′ equals 1. The proof first carries out the sums over a′ and b′, which leaves the marginal probability of a times that of b. It then factors the remaining double sum into a product of two total probabilities, each equal to 1.

This version doesn't compile in Lean 4 with Mathlib:

```lean
import Mathlib

open Finset

namespace SumSwappedSq

noncomputable section

variable {A B : Type*} [Fintype A] [Fintype B]

/-- For a unit wavefunction the swapped two-replica state is again normalized. -/
theorem sum_swapped_sq (ψ : A × B → ℝ) (h : ∑ x, ψ x ^ 2 = 1) :
    ∑ x : A × B, ∑ y : A × B, (ψ (y.1, x.2) * ψ (x.1, y.2)) ^ 2 = 1 := by
  have h1 : ∑ a, ∑ b, ψ (a, b) ^ 2 = 1 := by
    simpa only [Fintype.sum_prod_type] using h
  have h2 : ∑ b, ∑ a, ψ (a, b) ^ 2 = 1 := by
    rw [Finset.sum_comm]; exact h1
  calc ∑ x : A × B, ∑ y : A × B, (ψ (y.1, x.2) * ψ (x.1, y.2)) ^ 2
      = ∑ a, ∑ b, (∑ b', ψ (a, b') ^ 2) * (∑ a', ψ (a', b) ^ 2) := by
        simp only [Fintype.sum_prod_type, Finset.sum_mul_sum]
        refine sum_congr rfl fun a _ => sum_congr rfl fun b _ => ?_
        rw [Finset.sum_comm]
        refine sum_congr rfl fun b' _ => sum_congr rfl fun a' _ => ?_
        ring
    _ = (∑ a, ∑ b', ψ (a, b') ^ 2) * (∑ b, ∑ a', ψ (a', b) ^ 2) :=
        (Finset.sum_mul_sum _ _ _ _).symm
    _ = 1 := by rw [h1, h2, mul_one]

end

end SumSwappedSq
```

The compiler's answer:

```
Main.lean:26:8: error: (deterministic) timeout at `whnf`, maximum number of heartbeats (200000) has been reached

Note: Use `set_option maxHeartbeats <num>` to set the limit.

Hint: Additional diagnostic information may be available using the `set_option diagnostics true` command.
```

Cause. The error falls on the factoring step, at the term `(Finset.sum_mul_sum _ _ _ _).symm`. The lemma is the right one: it equates a product of two sums with a double sum of products, and `.symm` gives the direction needed. But Lean has to infer the lemma's arguments and check the reversed equation against the stated step, and it ran out of heartbeats in `whnf`, the routine that reduces expressions to weak head normal form. The message reports a timeout, not a false equation, and does not say which expression was costly to reduce.

The repair uses the same lemma through `rw [Finset.sum_mul_sum]`. Lean now looks for a product of two sums, finds it on the right-hand side of the step, and expands it into the double sum. Both sides then agree, and `rw` closes the goal by reflexivity. This avoids the direct check of the reversed term that timed out, and no `.symm` is needed.

Fix (accepted with no message):

```diff
@@ -24,5 +24,5 @@
         ring
     _ = (∑ a, ∑ b', ψ (a, b') ^ 2) * (∑ b, ∑ a', ψ (a', b) ^ 2) :=
-        (Finset.sum_mul_sum _ _ _ _).symm
+        by rw [Finset.sum_mul_sum]
     _ = 1 := by rw [h1, h2, mul_one]
 
```
